# Classical sampling of a harmonic mode underestimates its mean-square displacement by less than the zero-point value

For a harmonic mode of frequency $w>0$ at temperature $T>0$, in units with $\hbar=k_B=1$, let $q$ be the dimensionless coordinate in which the potential energy is $wq^2/2$. The quantum thermal average of its square is

$$\langle q^2\rangle_{\rm qu}=\tfrac12\coth\frac{w}{2T},\qquad \frac Tw<\langle q^2\rangle_{\rm qu}<\frac Tw+\frac12 .$$

The classical average is $\langle q^2\rangle_{\rm cl}=T/w$, and the ground level has mean square $1/2$. The deficit $D=\langle q^2\rangle_{\rm qu}-\langle q^2\rangle_{\rm cl}$ therefore satisfies $0<D<1/2$. It also satisfies

$$\frac12-\frac Tw<D<\frac{w}{4T},$$

so it vanishes at high temperature and tends to the full zero-point value as $T\to0^+$ at fixed $w$.

## Vibrational corrections computed from classical trajectories

A code that averages an NMR shielding over vibrations may expand it to second order in a normal coordinate. For a single harmonic mode the linear term averages to zero, and the correction is the quadratic coefficient times $\langle q^2\rangle$. If the average comes from classical molecular dynamics or Monte Carlo that samples the canonical distribution at temperature $T$, the converged value of $\langle q^2\rangle$ is $T/w$, and for a non-zero quadratic coefficient the correction is too small in magnitude. A constant-energy trajectory of a single mode does not sample that distribution. At $w=10\,T$, for example, the classical mean square is $0.1$ and the quantum one is about $0.5$.

The bounds also give a sufficient condition for one harmonic mode: the deficit is below a tolerance $\delta>0$ whenever $T\ge w/(4\delta)$. The condition is cautious, because at high temperature the deficit approaches $w/(12T)$, a third of the bound $w/(4T)$.

To restore units for a mode of mass $\mu$ and angular frequency $\omega$, read $w/T$ as $\hbar\omega/(k_BT)$ and multiply $q^2$ by $\hbar/(\mu\omega)$. The classical value then becomes $k_BT/(\mu\omega^2)$.

## From matrix elements to the bounds

**Mean square in one level.** With $q=(a+a^\dagger)/\sqrt2$, where $a$ and $a^\dagger$ are the ladder operators, the only non-zero matrix elements are $q_{n+1,n}=q_{n,n+1}=\sqrt{(n+1)/2}$ for $n=0,1,2,\dots$ Inserting intermediate levels $m$ gives

$$(q^2)_{nn}=\sum_m q_{nm}q_{mn}=\frac{n+1}2+\frac n2=n+\frac12 .$$

For $n=0$ there is no lower neighbour, and the second term is zero.

**Thermal average.** Put $r=e^{-w/T}$, so that $0<r<1$ and level $n$ has weight $r^n$. The zero-point energy multiplies every weight by the same factor and cancels. Since $\sum_n r^n=1/(1-r)$ and $\sum_n n r^n=r/(1-r)^2$,

$$\langle q^2\rangle_{\rm qu}=\frac{r}{1-r}+\frac12=\frac12\,\frac{1+r}{1-r}.$$

Let $x=w/(2T)$. Then $r=e^{-2x}$, and multiplying numerator and denominator by $e^x$ turns the last fraction into $\coth x$.

**Classical average.** The potential is $wq^2/2$, so the weight is $e^{-bq^2}$ with $b=w/(2T)$. The momentum factor cancels in the ratio. From

$$\frac{d}{dq}\left(q\,e^{-bq^2}\right)=e^{-bq^2}-2b\,q^2e^{-bq^2}$$

and the decay of $q\,e^{-bq^2}$ at both ends, the integral of the right-hand side is zero. Hence $\langle q^2\rangle_{\rm cl}=1/(2b)=T/w=1/(2x)$.

**Lower bound.** The function $y\cosh y-\sinh y$ is zero at $y=0$ and has derivative $y\sinh y>0$ for $y>0$. Thus $\sinh x<x\cosh x$, and division by $2x\sinh x$ gives $1/(2x)<\tfrac12\coth x$.

**Zero-point upper bound.** We have $x(\cosh x-\sinh x)=xe^{-x}<x<\sinh x$. Therefore $x\cosh x<(1+x)\sinh x$, and the same division gives $\tfrac12\coth x<1/(2x)+1/2$.

**High-temperature upper bound.** Using $\sinh x<x\cosh x$ again,

$$(\cosh x-1)(\cosh x+1)=\sinh^2x<x\sinh x\cosh x<x\sinh x\,(\cosh x+1),$$

so $\cosh x-1<x\sinh x$. Then $x\cosh x<x+x^2\sinh x<(1+x^2)\sinh x$, which gives $D<x/2=w/(4T)$.

**Low-temperature limit.** Since $\coth x>1$, we have $D>1/2-T/w$. Together with $D<1/2$ this forces $D\to1/2$ as $T\to0^+$. No constant smaller than $1/2$ can therefore bound the deficit at all temperatures.

## The Lean file

```lean
import Mathlib

open MeasureTheory Filter Topology

namespace HarmonicThermalAveraging

/-- Matrix element of the dimensionless coordinate `q = (a + a†)/√2` between the harmonic
oscillator levels `m` and `n`. -/
noncomputable def position (m n : ℕ) : ℝ :=
  if m = n + 1 then √(((n : ℝ) + 1) / 2)
  else if n = m + 1 then √(((m : ℝ) + 1) / 2) else 0

/-- Mean-square displacement in level `n`: the diagonal matrix element of `q²`, summed over
intermediate levels. -/
noncomputable def levelMeanSquare (n : ℕ) : ℝ := ∑' m, position n m * position m n

/-- Boltzmann average of the mean-square displacement over the levels of a mode of frequency
`w > 0` at temperature `T > 0`, in units with `ħ = k_B = 1`. -/
noncomputable def quantumMeanSquare (w T : ℝ) : ℝ :=
  (∑' n : ℕ, levelMeanSquare n * Real.exp (-(n * w / T))) /
    ∑' n : ℕ, Real.exp (-(n * w / T))

/-- Classical average of `q²` in the potential `w q² / 2` at temperature `T`,
for `w > 0` and `T > 0`. -/
noncomputable def classicalMeanSquare (w T : ℝ) : ℝ :=
  (∫ q : ℝ, q ^ 2 * Real.exp (-(w / (2 * T)) * q ^ 2)) /
    ∫ q : ℝ, Real.exp (-(w / (2 * T)) * q ^ 2)

/-- The quantum minus the classical mean-square displacement, for `w > 0` and `T > 0`. -/
noncomputable def classicalDeficit (w T : ℝ) : ℝ :=
  quantumMeanSquare w T - classicalMeanSquare w T

/-- The mean-square displacement in level `n` is `n + 1/2`. -/
theorem levelMeanSquare_eq (n : ℕ) : levelMeanSquare n = n + 1 / 2 := by
  -- only the two neighbouring levels contribute
  have h : ∀ m, position n m * position m n =
      (if m = n + 1 then ((n : ℝ) + 1) / 2 else 0) + (if n = m + 1 then (n : ℝ) / 2 else 0) := by
    intro m
    unfold position
    by_cases h1 : m = n + 1
    · subst h1
      have h2 : ¬ n = n + 1 + 1 := by omega
      simp only [h2, ↓reduceIte, add_zero]
      exact Real.mul_self_sqrt (by positivity)
    · by_cases h2 : n = m + 1
      · subst h2
        simp only [h1, ↓reduceIte, zero_add, Nat.cast_add, Nat.cast_one]
        exact Real.mul_self_sqrt (by positivity)
      · simp only [h1, h2, ↓reduceIte, mul_zero, add_zero]
  have s1 := hasSum_ite_eq (n + 1) (((n : ℝ) + 1) / 2)
  have s2 : HasSum (fun m : ℕ => if n = m + 1 then (n : ℝ) / 2 else 0) ((n : ℝ) / 2) := by
    clear h s1
    cases n with
    | zero => convert (hasSum_zero : HasSum (fun _ : ℕ => (0 : ℝ)) 0) using 1 <;> simp
    | succ k =>
      have e : (fun m : ℕ => if k + 1 = m + 1 then ((k + 1 : ℕ) : ℝ) / 2 else 0) =
          fun m => if m = k then ((k + 1 : ℕ) : ℝ) / 2 else 0 := by
        funext m
        by_cases hm : m = k
        · subst hm
          simp only [↓reduceIte]
        · have h' : ¬ k + 1 = m + 1 := by omega
          simp only [hm, h', ↓reduceIte]
      rw [e]
      exact hasSum_ite_eq k _
  refine (tsum_congr h).trans ((s1.add s2).tsum_eq.trans ?_)
  ring

/-- For `w, T > 0` the thermal mean-square displacement is `coth(w/(2T))/2`. -/
theorem quantumMeanSquare_eq_coth {w T : ℝ} (hw : 0 < w) (hT : 0 < T) :
    quantumMeanSquare w T = Real.cosh (w / (2 * T)) / Real.sinh (w / (2 * T)) / 2 := by
  obtain ⟨r, hr⟩ : ∃ r, r = Real.exp (-(w / T)) := ⟨_, rfl⟩
  have hr0 : 0 < r := hr ▸ Real.exp_pos _
  have hr1 : r < 1 := by
    rw [hr, Real.exp_lt_one_iff]
    exact neg_lt_zero.mpr (div_pos hw hT)
  have hne : 1 - r ≠ 0 := (sub_pos.mpr hr1).ne'
  have hpow : ∀ n : ℕ, Real.exp (-(n * w / T)) = r ^ n := by
    intro n
    rw [hr, ← Real.exp_nat_mul]
    congr 1
    ring
  -- the geometric series and its first moment
  have g := hasSum_geometric_of_lt_one hr0.le hr1
  have k := hasSum_coe_mul_geometric_of_norm_lt_one (r := r)
    (by rwa [Real.norm_of_nonneg hr0.le])
  have hn : ∀ n : ℕ, levelMeanSquare n * Real.exp (-(n * w / T)) =
      n * r ^ n + 1 / 2 * r ^ n := by
    intro n
    rw [levelMeanSquare_eq, hpow]
    ring
  have hs : Real.sinh (w / (2 * T)) ≠ 0 := (Real.sinh_pos_iff.mpr (by positivity)).ne'
  have hcoth : Real.cosh (w / (2 * T)) / Real.sinh (w / (2 * T)) = (1 + r) / (1 - r) := by
    have hv : r = Real.exp (-(w / (2 * T))) * Real.exp (-(w / (2 * T))) := by
      rw [hr, ← Real.exp_add]
      congr 1
      ring
    have ha : Real.exp (w / (2 * T)) * Real.exp (-(w / (2 * T))) = 1 := by
      rw [← Real.exp_add, add_neg_cancel, Real.exp_zero]
    rw [div_eq_div_iff hs hne, Real.cosh_eq, Real.sinh_eq, hv]
    linear_combination (-Real.exp (-(w / (2 * T)))) * ha
  unfold quantumMeanSquare
  rw [tsum_congr hn, tsum_congr hpow, (k.add (g.mul_left (1 / 2))).tsum_eq, g.tsum_eq, hcoth]
  field_simp
  ring

/-- For `w, T > 0` the classical mean-square displacement is `T/w`. -/
theorem classicalMeanSquare_eq {w T : ℝ} (hw : 0 < w) (hT : 0 < T) :
    classicalMeanSquare w T = T / w := by
  have hb : 0 < w / (2 * T) := by positivity
  have e : 2 * (w / (2 * T)) * T = w := by field_simp
  unfold classicalMeanSquare
  generalize w / (2 * T) = b at hb e ⊢
  have i0 := integrable_exp_neg_mul_sq hb
  have i1 := integrable_mul_exp_neg_mul_sq hb
  have i2 : Integrable (fun q : ℝ => q ^ 2 * Real.exp (-b * q ^ 2)) := by
    have h := integrable_rpow_mul_exp_neg_mul_sq hb (by norm_num : (-1 : ℝ) < 2)
    simpa only [Real.rpow_two] using h
  have hd : ∀ q : ℝ, HasDerivAt (fun q : ℝ => q * Real.exp (-b * q ^ 2))
      (Real.exp (-b * q ^ 2) - 2 * b * (q ^ 2 * Real.exp (-b * q ^ 2))) q := by
    intro q
    have h0 : HasDerivAt (fun x : ℝ => x ^ 2) (2 * q) q := by simpa using hasDerivAt_pow 2 q
    exact ((hasDerivAt_id' q).fun_mul (h0.const_mul (-b)).exp).congr_deriv (by ring)
  -- the integral of a total derivative vanishes
  have h := integral_eq_zero_of_hasDerivAt_of_integrable hd (i0.sub (i2.const_mul (2 * b))) i1
  rw [integral_sub i0 (i2.const_mul (2 * b)), integral_const_mul] at h
  have hI : 0 < ∫ q : ℝ, Real.exp (-b * q ^ 2) := by
    rw [integral_gaussian]
    positivity
  rw [div_eq_div_iff hI.ne' hw.ne']
  linear_combination (-T) * h - (∫ q : ℝ, q ^ 2 * Real.exp (-b * q ^ 2)) * e

/-- For `x > 0`, `coth(x)/2` exceeds `1/(2x)` by a positive amount that is less than `1/2`
and less than `x/2`. -/
theorem half_coth_bounds {x : ℝ} (hx : 0 < x) :
    1 / (2 * x) < Real.cosh x / Real.sinh x / 2 ∧
    Real.cosh x / Real.sinh x / 2 < 1 / (2 * x) + 1 / 2 ∧
    Real.cosh x / Real.sinh x / 2 < 1 / (2 * x) + x / 2 := by
  have hs : 0 < Real.sinh x := Real.sinh_pos_iff.mpr hx
  have hc : 0 < Real.cosh x := Real.cosh_pos x
  have h2 : x < Real.sinh x := Real.self_lt_sinh_iff.mpr hx
  -- `y cosh y - sinh y` increases from zero
  have hm : StrictMonoOn (fun y : ℝ => y * Real.cosh y - Real.sinh y) (Set.Ici 0) := by
    apply strictMonoOn_of_deriv_pos (convex_Ici 0)
    · exact ((continuous_id.mul Real.continuous_cosh).sub Real.continuous_sinh).continuousOn
    · intro y hy
      rw [interior_Ici] at hy
      have hd : HasDerivAt (fun y : ℝ => y * Real.cosh y - Real.sinh y) (y * Real.sinh y) y :=
        (((hasDerivAt_id' y).fun_mul (Real.hasDerivAt_cosh y)).fun_sub
          (Real.hasDerivAt_sinh y)).congr_deriv (by ring)
      rw [hd.deriv]
      exact mul_pos hy (Real.sinh_pos_iff.mpr hy)
  have h1 : Real.sinh x < x * Real.cosh x := by
    simpa using hm (Set.mem_Ici.mpr le_rfl) (Set.mem_Ici.mpr hx.le) hx
  have h3 : Real.cosh x - 1 < x * Real.sinh x := by
    have h : (Real.cosh x - 1) * (Real.cosh x + 1) < x * Real.sinh x * (Real.cosh x + 1) := by
      nlinarith [mul_lt_mul_of_pos_left h1 hs, mul_pos hx hs, Real.cosh_sq x]
    exact lt_of_mul_lt_mul_right h (by positivity)
  have h4 : Real.cosh x - Real.sinh x < 1 := by
    rw [Real.cosh_sub_sinh, Real.exp_lt_one_iff]
    linarith
  have e1 : 1 / (2 * x) + 1 / 2 = (1 + x) / (2 * x) := by field_simp
  have e2 : 1 / (2 * x) + x / 2 = (1 + x ^ 2) / (2 * x) := by field_simp
  rw [e1, e2, div_div]
  refine ⟨?_, ?_, ?_⟩
  · rw [div_lt_div_iff₀ (by positivity) (by positivity)]
    linarith
  · rw [div_lt_div_iff₀ (by positivity) (by positivity)]
    nlinarith [mul_lt_mul_of_pos_left h4 hx]
  · rw [div_lt_div_iff₀ (by positivity) (by positivity)]
    nlinarith [mul_lt_mul_of_pos_left h3 hx]

/-- For `w, T > 0` the thermal mean-square displacement lies strictly between `T/w` and
`T/w + 1/2`. -/
theorem quantumMeanSquare_bounds {w T : ℝ} (hw : 0 < w) (hT : 0 < T) :
    T / w < quantumMeanSquare w T ∧ quantumMeanSquare w T < T / w + 1 / 2 := by
  have e : T / w = 1 / (2 * (w / (2 * T))) := by field_simp
  have h := half_coth_bounds (x := w / (2 * T)) (by positivity)
  rw [quantumMeanSquare_eq_coth hw hT, e]
  exact ⟨h.1, h.2.1⟩

/-- For `w, T > 0` classical sampling underestimates the mean-square displacement, by less
than its value in the ground level. -/
theorem classical_underestimates {w T : ℝ} (hw : 0 < w) (hT : 0 < T) :
    0 < classicalDeficit w T ∧ classicalDeficit w T < levelMeanSquare 0 := by
  have h := quantumMeanSquare_bounds hw hT
  rw [classicalDeficit, classicalMeanSquare_eq hw hT, levelMeanSquare_eq, Nat.cast_zero]
  constructor <;> linarith [h.1, h.2]

/-- For `w, T > 0` the classical deficit is more than `1/2 - T/w` and less than `w/(4T)`. -/
theorem classicalDeficit_bounds {w T : ℝ} (hw : 0 < w) (hT : 0 < T) :
    1 / 2 - T / w < classicalDeficit w T ∧ classicalDeficit w T < w / (4 * T) := by
  have hx : 0 < w / (2 * T) := by positivity
  have e : T / w = 1 / (2 * (w / (2 * T))) := by field_simp
  have e' : w / (4 * T) = w / (2 * T) / 2 := by ring
  have h := (half_coth_bounds hx).2.2
  have h1 : 1 < Real.cosh (w / (2 * T)) / Real.sinh (w / (2 * T)) := by
    rw [lt_div_iff₀ (Real.sinh_pos_iff.mpr hx), one_mul]
    exact Real.sinh_lt_cosh _
  rw [classicalDeficit, classicalMeanSquare_eq hw hT, quantumMeanSquare_eq_coth hw hT, e, e']
  constructor <;> linarith

/-- At fixed `w > 0`, as the temperature falls to zero the classical deficit tends to the
mean-square displacement of the ground level. -/
theorem classicalDeficit_tendsto_zeroPoint {w : ℝ} (hw : 0 < w) :
    Tendsto (fun T => classicalDeficit w T) (𝓝[>] 0) (𝓝 (levelMeanSquare 0)) := by
  have h0 : levelMeanSquare 0 = 1 / 2 := by
    rw [levelMeanSquare_eq]
    norm_num
  have hl : Tendsto (fun T : ℝ => 1 / 2 - T / w) (𝓝[>] 0) (𝓝 (levelMeanSquare 0)) := by
    have hc : Continuous (fun T : ℝ => 1 / 2 - T / w) := by fun_prop
    have h := (hc.tendsto 0).mono_left (nhdsWithin_le_nhds (s := Set.Ioi 0))
    rw [h0]
    simpa using h
  -- squeeze between the low-temperature estimate and the zero-point bound
  refine tendsto_of_tendsto_of_tendsto_of_le_of_le' hl tendsto_const_nhds ?_ ?_
  · filter_upwards [self_mem_nhdsWithin] with T hT
    exact (classicalDeficit_bounds hw hT).1.le
  · filter_upwards [self_mem_nhdsWithin] with T hT
    exact (classical_underestimates hw hT).2.le

end HarmonicThermalAveraging
```

```lean
#print axioms HarmonicThermalAveraging.classical_underestimates
-- 'HarmonicThermalAveraging.classical_underestimates' depends on axioms: [propext, Classical.choice, Quot.sound]
#print axioms HarmonicThermalAveraging.classicalDeficit_tendsto_zeroPoint
-- 'HarmonicThermalAveraging.classicalDeficit_tendsto_zeroPoint' depends on axioms: [propext, Classical.choice, Quot.sound]
```

## Definitions and theorems in physical terms

`position m n` is the real matrix element $q_{mn}$, with levels numbered from zero, and `levelMeanSquare n` is the diagonal element of $q^2$ as an infinite sum over intermediate levels. `quantumMeanSquare w T` is a ratio of two Boltzmann series, and `classicalMeanSquare w T` is a ratio of two integrals over the whole real line. `classicalDeficit w T` is the first average minus the second, so a positive value means that classical sampling is too low.

The hypotheses `0 < w` and `0 < T` describe a bound mode at non-zero temperature. Free translations and imaginary frequencies are excluded. The hyperbolic cotangent is written as `Real.cosh` divided by `Real.sinh`.

`quantumMeanSquare_eq_coth` and `quantumMeanSquare_bounds` state the closed form and the two strict bounds. `classical_underestimates` places the deficit strictly between zero and `levelMeanSquare 0`, the ground-level mean square. `classicalDeficit_bounds` gives the two temperature-dependent estimates, and `classicalDeficit_tendsto_zeroPoint` gives the limit, where `𝓝[>] 0` means that $T$ approaches zero through positive values.

## How the lemmas match the derivation

- `levelMeanSquare_eq` splits the sum over $m$ into the upper and the lower neighbour. The lower one is treated separately for $n=0$ and $n\ge1$.
- `quantumMeanSquare_eq_coth` introduces `r`, takes the geometric series and its first moment from Mathlib, and converts the resulting fraction to exponentials of $\pm x$.
- `classicalMeanSquare_eq` proves the derivative formula as `hd`. It then applies `integral_eq_zero_of_hasDerivAt_of_integrable`, which needs the integrability facts `i0`, `i1` and `i2`; these take the place of the decay argument.
- `half_coth_bounds` contains the hyperbolic inequalities. Monotonicity `hm` yields `h1`, which is $\sinh x<x\cosh x$; `h3` is $\cosh x-1<x\sinh x$; `h4` is $e^{-x}<1$. The final steps clear the denominators, and `linarith` or `nlinarith` combines the inequalities.
- The theorems on the deficit substitute $x=w/(2T)$ into these results. The limit follows by squeezing $D$ between $1/2-T/w$ and $1/2$.

## What a simulation code can take from the theorems

The results fix the exact averages of one harmonic mode, and a test can compare a converged classical sampler of the canonical distribution with $T/w$ and a quantum harmonic formula with $\tfrac12\coth(w/(2T))$. They say nothing about a finite trajectory, whose estimate can fall on either side of $T/w$ through statistical noise, nor about time-step, thermostat or rounding errors.

The oscillator matrix elements and the equally spaced levels enter as definitions; they are not derived from a Schrödinger equation. Anharmonicity and coupling between modes are absent from the model, so for a real molecule the bounds apply only within the harmonic approximation, mode by mode. The shielding expansion above is an application of the averages and has no definition in the file.
